# The lead self-energy gives the exact device Green function of a finite Hermitian system at every non-real energy

## Inverting a matrix of device size

In a transport calculation one adds a self-energy Σ(z) to the device Hamiltonian D, inverts z − D − Σ(z), and takes the result for the device part of the Green function of device and lead together. Once Σ(z) is known, the matrix to be inverted has the size of the device, however large the lead is. The step is sound if the inverses exist and the small inverse agrees with the corresponding block of the large one. Both hold for a finite Hermitian Hamiltonian and a complex energy z with Im z ≠ 0.

The setting is non-interacting: one matrix H acts on the amplitudes in a finite orthonormal set of orbitals, divided into device and lead. Write A* for the conjugate transpose of a matrix A, and z* for the complex conjugate of z. Then

H = [[D, t], [t*, L]],

where D is the device block, L the lead block, and t takes lead amplitudes to device amplitudes. Hermiticity of H expresses conservation of probability in the whole system. When a spectrum is computed at z = E + iη with η > 0, the imaginary part sets a finite energy resolution: each level of H appears in the spectral function as a Lorentzian of half-width η.

## Three invertible matrices and one identity

Let g = (z − L)⁻¹ be the Green function of the isolated lead, and let

Σ(z) = t g t*.

The theorem `device_green_function` says that if H is Hermitian and Im z ≠ 0, then z − H, z − L and z − D − Σ(z) are invertible, and

(z − D − Σ(z))⁻¹ = device block of (z − H)⁻¹.

In Lean, device and lead orbitals are labelled by two finite types `d` and `l`, and the whole system by their disjoint union `d ⊕ l`. The definition `hamiltonian D t L` puts `tᴴ` in the lower left corner, so the Hermiticity hypothesis `hH` is a condition on D and L only; t is arbitrary. The Green function `green z H` is the matrix inverse of `z • 1 - H`, and `selfEnergy z t L` is the product above. `IsUnit` means invertible, and `toBlocks₁₁` extracts the device block. The sign convention is z − H, not H − z.

A semi-infinite lead, the limit Im z → 0 and a non-orthogonal basis are not covered, nor are interactions beyond a fixed one-particle matrix.

## Invertibility from the anti-Hermitian part

Suppose a square matrix A satisfies

A − A* = c (1 + B B*)

for some matrix B and some number c ≠ 0. Let A v = 0. Then v*A v = 0, and also v*A*v = (A v)*v = 0. Subtracting gives

0 = v*(A − A*)v = c (‖v‖² + ‖B*v‖²).

Since c ≠ 0, the sum of the two squared norms vanishes, hence v = 0. A finite square matrix without a nonzero null vector is invertible.

For Hermitian H,

(z − H) − (z − H)* = (z − z*) 1,

and z − z* = 2i Im z ≠ 0. This is the case B = 0, so z − H is invertible. The same argument applies to z − L, because a diagonal block of a Hermitian matrix is Hermitian.

## The lead's contribution to the broadening

For any invertible A we have A*(A⁻¹)* = (A⁻¹A)* = 1, and therefore

A⁻¹(A* − A)(A⁻¹)* = A⁻¹ − (A⁻¹)*.

With A = z − L, the middle factor is A* − A = (z* − z) 1, which gives

g − g* = (z* − z) g g*.

Multiplying by t on the left and t* on the right yields

Σ − Σ* = (z* − z) (t g)(t g)*.

The broadening matrix is Γ = i(Σ − Σ*). Since i(z* − z) = 2 Im z,

Γ = 2 Im z (t g)(t g)*,

and for every device vector x

x*Γx = 2 Im z ‖(t g)*x‖²,

which is non-negative when Im z > 0.

Now put K = z − D − Σ. As D is Hermitian,

K − K* = (z − z*) − (Σ − Σ*) = (z − z*) (1 + (t g)(t g)*).

This is the form treated above, with B = t g and c = z − z*, so K is invertible. The lead's term has the same sign as the term from z and cannot cancel it.

## Eliminating the lead amplitudes

Let G = (z − H)⁻¹, with device block G_DD and lower left block G_LD. The first block column of (z − H)G = 1 reads

(z − D) G_DD − t G_LD = 1,

−t* G_DD + (z − L) G_LD = 0.

Multiplying the second equation by g gives G_LD = g t* G_DD. Substituting this into the first gives

(z − D − t g t*) G_DD = 1,

so G_DD is the inverse of K. This equation also shows again that K is invertible, since a right inverse of a finite square matrix is its inverse. The argument through K − K* reaches the same conclusion without referring to G, and it displays the sign of the lead's contribution.

## Two orbitals at zero energy

At real z the conclusion can fail even where the full Green function exists. Take one device orbital and one lead orbital, both at energy zero, with coupling 1, and set z = 0. Then

z − H = [[0, −1], [−1, 0]],

which is its own inverse. But z − L = 0 is singular, so the self-energy does not exist. The device block of (z − H)⁻¹ is the number 0, which is the inverse of no number, so no choice of self-energy could repair the formula at this energy.

Lean assigns the value 0 to the inverse of this singular 1 × 1 matrix, and the bare identity would then read 0 = 0; the three invertibility statements are what give the identity its meaning.

## A lead with infinitely many orbitals

The lead could also be modelled as a bounded self-adjoint operator on an infinite-dimensional Hilbert space. The block elimination would keep its form, but the absence of null vectors would no longer imply invertibility. The estimate

‖(z − H)v‖ ≥ |Im z| ‖v‖,

used at both z and z*, would take its place.

The physical difference appears as Im z → 0 from above. For a finite lead, Γ tends to zero at every real energy that is not an eigenvalue of L, whereas an infinite lead with a continuous spectrum can leave a nonzero Γ, which describes escape into the lead.

## The Lean file

```lean
import Mathlib

open Matrix
open scoped ComplexOrder

namespace LeadSelfEnergy

noncomputable section

variable {n m d l : Type*} [Fintype n] [DecidableEq n] [Fintype m]
  [Fintype d] [DecidableEq d] [Fintype l] [DecidableEq l]

/-- The Hamiltonian of a device `D` and a lead `L` joined by the coupling `t` from lead
to device. -/
def hamiltonian (D : Matrix d d ℂ) (t : Matrix d l ℂ) (L : Matrix l l ℂ) :
    Matrix (d ⊕ l) (d ⊕ l) ℂ :=
  fromBlocks D t tᴴ L

/-- The Green function `(z - H)⁻¹`, for `z` not an eigenvalue of `H`. -/
def green (z : ℂ) (H : Matrix n n ℂ) : Matrix n n ℂ :=
  (z • (1 : Matrix n n ℂ) - H)⁻¹

/-- The lead self-energy `Σ(z) = t (z - L)⁻¹ t*`, for `z` not an eigenvalue of `L`. -/
def selfEnergy (z : ℂ) (t : Matrix d l ℂ) (L : Matrix l l ℂ) : Matrix d d ℂ :=
  t * green z L * tᴴ

/-- A matrix whose anti-Hermitian part is fixed by `A - A* = c (1 + B B*)` with `c ≠ 0`
is invertible. -/
theorem isUnit_of_antiHermitian_part (A : Matrix n n ℂ) (B : Matrix n m ℂ) (c : ℂ)
    (hc : c ≠ 0) (h : A - Aᴴ = c • (1 + B * Bᴴ)) : IsUnit A := by
  rw [Matrix.isUnit_iff_isUnit_det, isUnit_iff_ne_zero]
  intro hdet
  -- a null vector has vanishing expectation value of both A and its adjoint
  obtain ⟨v, hv, hAv⟩ := Matrix.exists_mulVec_eq_zero_iff.mpr hdet
  have h1 : star v ⬝ᵥ (Aᴴ *ᵥ v) = 0 := by
    rw [Matrix.dotProduct_mulVec, ← Matrix.star_mulVec, hAv, star_zero, zero_dotProduct]
  have h2 : star v ⬝ᵥ ((A - Aᴴ) *ᵥ v) = 0 := by
    rw [Matrix.sub_mulVec, dotProduct_sub, hAv, h1, dotProduct_zero, sub_zero]
  have h3 : star v ⬝ᵥ ((B * Bᴴ) *ᵥ v) = star (Bᴴ *ᵥ v) ⬝ᵥ (Bᴴ *ᵥ v) := by
    rw [← Matrix.mulVec_mulVec, Matrix.dotProduct_mulVec, Matrix.star_mulVec,
      conjTranspose_conjTranspose]
  rw [h, Matrix.smul_mulVec, dotProduct_smul, smul_eq_mul, Matrix.add_mulVec,
    Matrix.one_mulVec, dotProduct_add, h3] at h2
  -- a sum of two squared norms vanishes, so the vector is zero
  have h4 := (mul_eq_zero.mp h2).resolve_left hc
  have p1 : 0 ≤ star v ⬝ᵥ v := dotProduct_star_self_nonneg v
  have p2 : 0 ≤ star (Bᴴ *ᵥ v) ⬝ᵥ (Bᴴ *ᵥ v) := dotProduct_star_self_nonneg _
  exact hv (dotProduct_star_self_eq_zero.mp ((add_eq_zero_iff_of_nonneg p1 p2).mp h4).1)

lemma sub_star_ne_zero {z : ℂ} (hz : z.im ≠ 0) : z - star z ≠ 0 := by
  intro h
  apply hz
  have h' := congrArg Complex.im h
  simp at h'
  linarith

/-- For Hermitian `H` and `z` off the real axis, `z - H` is invertible. -/
theorem isUnit_sub_hermitian {H : Matrix n n ℂ} (hH : H.IsHermitian) {z : ℂ}
    (hz : z.im ≠ 0) : IsUnit (z • (1 : Matrix n n ℂ) - H) := by
  refine isUnit_of_antiHermitian_part _ (0 : Matrix n n ℂ) _ (sub_star_ne_zero hz) ?_
  rw [conjTranspose_sub, conjTranspose_smul, conjTranspose_one, hH.eq, Matrix.zero_mul]
  module

/-- Every invertible matrix `A` satisfies `A⁻¹ - (A⁻¹)* = A⁻¹ (A* - A) (A⁻¹)*`. -/
theorem inv_sub_conjTranspose {A : Matrix n n ℂ} (hA : IsUnit A) :
    A⁻¹ - (A⁻¹)ᴴ = A⁻¹ * (Aᴴ - A) * (A⁻¹)ᴴ := by
  have h1 : A⁻¹ * A = 1 := nonsing_inv_mul A ((Matrix.isUnit_iff_isUnit_det A).mp hA)
  have h2 : Aᴴ * (A⁻¹)ᴴ = 1 := by rw [← conjTranspose_mul, h1, conjTranspose_one]
  rw [mul_sub, sub_mul, mul_assoc, h2, h1, mul_one, one_mul]

omit [Fintype d] [DecidableEq d] in
/-- For a Hermitian lead and `z` off the real axis, the self-energy satisfies
`Σ - Σ* = (z* - z) (t g)(t g)*`, where `g` is the lead Green function. -/
theorem selfEnergy_sub_conjTranspose {L : Matrix l l ℂ} (hL : L.IsHermitian)
    (t : Matrix d l ℂ) {z : ℂ} (hz : z.im ≠ 0) :
    selfEnergy z t L - (selfEnergy z t L)ᴴ =
      (star z - z) • ((t * green z L) * (t * green z L)ᴴ) := by
  have hg : green z L - (green z L)ᴴ = (star z - z) • (green z L * (green z L)ᴴ) := by
    have e : (z • (1 : Matrix l l ℂ) - L)ᴴ - (z • (1 : Matrix l l ℂ) - L) =
        (star z - z) • (1 : Matrix l l ℂ) := by
      rw [conjTranspose_sub, conjTranspose_smul, conjTranspose_one, hL.eq]
      module
    unfold green
    rw [inv_sub_conjTranspose (isUnit_sub_hermitian hL hz), e, Matrix.mul_smul,
      Matrix.mul_one, Matrix.smul_mul]
  have hs : selfEnergy z t L - (selfEnergy z t L)ᴴ =
      t * (green z L - (green z L)ᴴ) * tᴴ := by
    simp only [selfEnergy, conjTranspose_mul, conjTranspose_conjTranspose,
      Matrix.mul_sub, Matrix.sub_mul, Matrix.mul_assoc]
  rw [hs, hg]
  simp only [conjTranspose_mul, Matrix.mul_smul, Matrix.smul_mul, Matrix.mul_assoc]

omit [DecidableEq d] in
/-- For a Hermitian lead and `z` in the upper half-plane, the broadening matrix
`i (Σ - Σ*)` has a non-negative expectation value in every device vector `x`. -/
theorem broadening_nonneg {L : Matrix l l ℂ} (hL : L.IsHermitian)
    (t : Matrix d l ℂ) {z : ℂ} (hz : 0 < z.im) (x : d → ℂ) :
    0 ≤ star x ⬝ᵥ
      ((Complex.I • (selfEnergy z t L - (selfEnergy z t L)ᴴ)) *ᵥ x) := by
  have hc : Complex.I * (star z - z) = ((2 * z.im : ℝ) : ℂ) := by
    apply Complex.ext <;> simp
    ring
  have hp : (((2 * z.im : ℝ) : ℂ) •
      ((t * green z L) * (t * green z L)ᴴ)).PosSemidef :=
    (posSemidef_self_mul_conjTranspose _).smul
      (Complex.zero_le_real.mpr (by linarith))
  rw [selfEnergy_sub_conjTranspose hL t hz.ne', smul_smul, hc]
  exact hp.dotProduct_mulVec_nonneg x

/-- For Hermitian device and lead and `z` off the real axis, `z - D - Σ(z)` is
invertible. -/
theorem isUnit_effective {D : Matrix d d ℂ} {L : Matrix l l ℂ}
    (hD : D.IsHermitian) (hL : L.IsHermitian) (t : Matrix d l ℂ) {z : ℂ} (hz : z.im ≠ 0) :
    IsUnit (z • (1 : Matrix d d ℂ) - D - selfEnergy z t L) := by
  have hs := selfEnergy_sub_conjTranspose hL t hz
  -- the lead's term in the anti-Hermitian part has the same sign as the term from z
  refine isUnit_of_antiHermitian_part _ (t * green z L) _ (sub_star_ne_zero hz) ?_
  rw [conjTranspose_sub, conjTranspose_sub, conjTranspose_smul, conjTranspose_one, hD.eq]
  linear_combination (norm := module) -hs

/-- For a Hermitian `H` with device block `D`, lead block `L` and coupling `t`, and `z` off
the real axis, `z - H`, `z - L` and `z - D - Σ(z)` are invertible, and the inverse of the
last is the device block of `(z - H)⁻¹`. -/
theorem device_green_function {D : Matrix d d ℂ} {t : Matrix d l ℂ} {L : Matrix l l ℂ}
    (hH : (hamiltonian D t L).IsHermitian) {z : ℂ} (hz : z.im ≠ 0) :
    IsUnit (z • (1 : Matrix (d ⊕ l) (d ⊕ l) ℂ) - hamiltonian D t L) ∧
    IsUnit (z • (1 : Matrix l l ℂ) - L) ∧
    IsUnit (z • (1 : Matrix d d ℂ) - D - selfEnergy z t L) ∧
    (z • (1 : Matrix d d ℂ) - D - selfEnergy z t L)⁻¹ =
      (green z (hamiltonian D t L)).toBlocks₁₁ := by
  obtain ⟨hD, -, -, hL⟩ := Matrix.isHermitian_fromBlocks_iff.mp hH
  have uH := isUnit_sub_hermitian hH hz
  have uL := isUnit_sub_hermitian hL hz
  refine ⟨uH, uL, isUnit_effective hD hL t hz, ?_⟩
  have hM : z • (1 : Matrix (d ⊕ l) (d ⊕ l) ℂ) - hamiltonian D t L =
      fromBlocks (z • 1 - D) (-t) (-tᴴ) (z • 1 - L) := by
    rw [hamiltonian, ← fromBlocks_one, fromBlocks_smul, sub_eq_add_neg, fromBlocks_neg,
      fromBlocks_add]
    simp [sub_eq_add_neg]
  have hMG : (z • (1 : Matrix (d ⊕ l) (d ⊕ l) ℂ) - hamiltonian D t L) *
      green z (hamiltonian D t L) = 1 :=
    mul_nonsing_inv _ ((Matrix.isUnit_iff_isUnit_det _).mp uH)
  have hg : green z L * (z • (1 : Matrix l l ℂ) - L) = 1 :=
    nonsing_inv_mul _ ((Matrix.isUnit_iff_isUnit_det _).mp uL)
  -- read off the first block column of (z - H) G = 1
  rw [hM, ← fromBlocks_toBlocks (green z (hamiltonian D t L)), fromBlocks_multiply,
    ← fromBlocks_one, fromBlocks_inj] at hMG
  obtain ⟨e11, -, e21, -⟩ := hMG
  rw [Matrix.neg_mul] at e21
  -- eliminate the lead amplitude
  have hY : (green z (hamiltonian D t L)).toBlocks₂₁ =
      green z L * (tᴴ * (green z (hamiltonian D t L)).toBlocks₁₁) := by
    rw [neg_add_eq_zero.mp e21, ← Matrix.mul_assoc, hg, Matrix.one_mul]
  rw [hY, Matrix.neg_mul, ← sub_eq_add_neg] at e11
  apply Matrix.inv_eq_right_inv
  rw [Matrix.sub_mul, selfEnergy, Matrix.mul_assoc, Matrix.mul_assoc]
  exact e11

/-- At the real energy `z = 0`, two orbitals of zero energy with unit coupling have `z - H`
invertible but `z - L` singular. -/
theorem real_energy_counterexample :
    IsUnit ((0 : ℂ) • (1 : Matrix (Fin 1 ⊕ Fin 1) (Fin 1 ⊕ Fin 1) ℂ) -
      hamiltonian 0 1 0) ∧
    ¬ IsUnit ((0 : ℂ) • (1 : Matrix (Fin 1) (Fin 1) ℂ) - 0) := by
  constructor
  · -- the matrix is its own inverse
    have h : ((0 : ℂ) • (1 : Matrix (Fin 1 ⊕ Fin 1) (Fin 1 ⊕ Fin 1) ℂ) -
        hamiltonian 0 1 0) * ((0 : ℂ) • 1 - hamiltonian 0 1 0) = 1 := by
      simp [hamiltonian, fromBlocks_multiply]
    exact ⟨⟨_, _, h, h⟩, rfl⟩
  · rw [zero_smul, sub_zero]
    exact not_isUnit_zero

end

end LeadSelfEnergy
```

```lean
#print axioms LeadSelfEnergy.broadening_nonneg
#print axioms LeadSelfEnergy.device_green_function
#print axioms LeadSelfEnergy.real_energy_counterexample
```

```
'LeadSelfEnergy.broadening_nonneg' depends on axioms: [propext, Classical.choice, Quot.sound]
'LeadSelfEnergy.device_green_function' depends on axioms: [propext, Classical.choice, Quot.sound]
'LeadSelfEnergy.real_energy_counterexample' depends on axioms: [propext, Classical.choice, Quot.sound]
```

## From null vectors to the device block

`isUnit_of_antiHermitian_part` carries the invertibility argument. It assumes that the determinant vanishes and obtains a nonzero null vector `v` from `Matrix.exists_mulVec_eq_zero_iff`. The steps `h1` and `h2` show that the expectation values of `Aᴴ` and `A - Aᴴ` in `v` vanish, and `h3` rewrites the expectation value of `B * Bᴴ` as a squared norm. After the factor `c` has been removed, `add_eq_zero_iff_of_nonneg` splits the vanishing sum into two vanishing terms, and the first contradicts `v` being nonzero.

`sub_star_ne_zero` supplies z − z* ≠ 0, and `isUnit_sub_hermitian` applies the general lemma with B = 0. The tactic `module` settles the remaining comparison of scalar multiples of matrices.

`inv_sub_conjTranspose` is the identity for A⁻¹ − (A⁻¹)*. In `selfEnergy_sub_conjTranspose`, the step `hg` specialises it to the lead Green function, and `hs` moves the difference between the factors t and t*. Then `broadening_nonneg` computes the prefactor 2 Im z in `hc` and uses the positive semidefiniteness of a matrix times its adjoint. The inequality there is between complex numbers: `0 ≤ w` means that w is real and non-negative, so the lemma also says that the expectation value is real.

`isUnit_effective` is the argument for K. It calls the general lemma with `t * green z L` in the role of B, and `linear_combination` subtracts the self-energy identity `hs` to produce the required form of K − K*.

In `device_green_function`, the Hermiticity of D and L is first read off from that of H. The step `hM` writes z − H in blocks, and `hMG` is the equation (z − H)G = 1. Comparing blocks with `fromBlocks_inj` gives four equations, of which the proof keeps the two in the first column, `e11` and `e21`. The step `hY` solves `e21` for the lead amplitude, and substitution into `e11` leaves K G_DD = 1. `Matrix.inv_eq_right_inv` turns this into the stated equality.

`real_energy_counterexample` proves the two invertibility claims of the two-orbital example: it multiplies z − H by itself to get the identity, and reduces z − L to the zero matrix, which is not invertible.
